# For an even response on a ring, the spin dielectric matrix is positive definite exactly when $I\,c(q)<1$ for every $q$

Let $\chi$ be a real, even function on a ring of $n\ge 1$ sites, let $I$ be a real exchange parameter, and define

$$
\varepsilon_{xy}=\delta_{xy}-I\chi(x-y),\qquad c(q)=\sum_r \chi(r)\cos\frac{2\pi qr}{n}.
$$

Every plane wave is an eigenvector of $\varepsilon$ with eigenvalue $1-I\,c(q)$, and $\varepsilon$ is positive definite if and only if $I\,c(q)<1$ for all $q$. The uniform mode alone gives the necessary condition $I\sum_r\chi(r)<1$, which is Stoner's criterion in the form of a condition for stability against uniform magnetization. It is also sufficient when $I\ge 0$ and $c$ is largest at $q=0$.

Here $\chi(x-y)$ is the magnetization at $x$ caused by a unit field at $y$ without exchange feedback, and $I$ is the strength of the local exchange field $I\,m(x)$ that a magnetization $m$ produces.

## Linear mixing with a positive step needs every eigenvalue positive

In this linear model with applied field $h$, one self-consistency step maps $m$ to $F(m)$, where $F(m)(x)=\sum_y\chi(x-y)\,[h(y)+I\,m(y)]$. Linear mixing with step $\alpha>0$ replaces $m$ by $m+\alpha(F(m)-m)$, so an error in mode $q$ is multiplied by

$$
1-\alpha\,(1-I\,c(q)).
$$

A small enough $\alpha$ damps all modes if every eigenvalue of $\varepsilon$ is positive. If some eigenvalue is zero or negative, no positive $\alpha$ damps that mode. A stability check that looks only at the total moment sees $q=0$ and can miss an instability towards a staggered or longer-period modulation. Conjugate gradients and Cholesky factorization, applied to $\varepsilon$, rely on the same positivity.

## From plane waves to the sign of the quadratic form

Write $e_q(x)=e^{2\pi i qx/n}$. Then $e_q(x+y)=e_q(x)e_q(y)$ and $e_q(-x)=\overline{e_q(x)}$.

**Eigenvalues.** Replacing $r$ by $-r$ and using evenness shows that $\sum_r\chi(r)e_q(r)$ equals its own conjugate. It is therefore real, and its real part is $c(q)$. With $y=x+r$,

$$
\sum_y\chi(x-y)e_q(y)=e_q(x)\sum_r\chi(-r)e_q(r)=c(q)\,e_q(x),
$$

so $\varepsilon e_q=(1-I\,c(q))\,e_q$.

**Mode decomposition.** For real $m$ let $\hat m(q)=\sum_x m(x)e_q(x)$. The sum $\sum_q e_q(x)$ is $n$ at $x=0$. Otherwise it is a geometric sum with ratio $w=e^{2\pi i x/n}\neq1$ and $w^n=1$, so it vanishes. Hence, for real $g$ and $m$,

$$
\sum_q\hat g(q)\overline{\hat m(q)}=\sum_{x,y}g(x)m(y)\sum_q e_q(x-y)=n\sum_x g(x)m(x).
$$

By evenness, $\chi(x-y)=\chi(y-x)$, and the eigenvalue calculation gives

$$
\sum_x\sum_y\chi(x-y)m(y)e_q(x)=\sum_y m(y)\,c(q)e_q(y)=c(q)\hat m(q).
$$

Thus $\widehat{\varepsilon m}(q)=(1-I\,c(q))\hat m(q)$. Setting $g=\varepsilon m$,

$$
n\,\langle m,\varepsilon m\rangle=\sum_q(1-I\,c(q))\,|\hat m(q)|^2 .
$$

With normalized waves $e_q/\sqrt n$, the factor $n$ on the left disappears.

**Positivity.** Evenness makes $\varepsilon$ symmetric. Suppose all factors $1-I\,c(q)$ are positive and $m\ne0$. Taking $g=m$ above shows that some $\hat m(q)$ is nonzero, so $\langle m,\varepsilon m\rangle>0$. Conversely, the real wave $u(x)=\cos(2\pi qx/n)$ has $u(0)=1$ and satisfies $\varepsilon u=(1-I\,c(q))u$. Positive definiteness then gives $(1-I\,c(q))\langle u,u\rangle>0$, hence $I\,c(q)<1$.

**The uniform mode.** Since $c(0)=\sum_r\chi(r)$, the condition at $q=0$ is $I\sum_r\chi(r)<1$. If $I\ge0$ and $c(q)\le c(0)$, then $I\,c(q)\le I\,c(0)<1$ for every $q$. A nonnegative $\chi$ has $c(q)\le c(0)$ because $\cos\le1$.

Without that ordering the criterion can mislead. Take $n=2$, $\chi(0)=0$, $\chi(1)=-1$ and $I=2$. Then $c(0)=-1$ and $c(1)=1$, so the eigenvalues are $3$ and $-1$: the uniform mode passes and the staggered mode fails.

## The Lean file

```lean
import Mathlib

open Matrix ComplexConjugate

namespace StonerStability

noncomputable section

variable {n : ℕ} [NeZero n]

/-- The cosine transform `c(q) = ∑ r, χ(r) cos(2π q r / n)` of a response function on the ring. -/
def transform (χ : ZMod n → ℝ) (q : ZMod n) : ℝ :=
  ∑ r, χ r * Real.cos (2 * Real.pi * q.val * r.val / n)

/-- The plane wave `exp(2π i q x / n)` on the ring of `n` sites. -/
def planeWave (q x : ZMod n) : ℂ :=
  Complex.exp (((2 * Real.pi * q.val * x.val / n : ℝ) : ℂ) * Complex.I)

/-- The spin dielectric matrix `1 - I χ(x - y)` with exchange parameter `I`. -/
def spinDielectric (I : ℝ) (χ : ZMod n → ℝ) : Matrix (ZMod n) (ZMod n) ℝ :=
  1 - I • Matrix.circulant χ

/-- A plane wave is the standard additive character of the ring evaluated at `q x`. -/
lemma planeWave_eq (q x : ZMod n) : planeWave q x = ZMod.stdAddChar (q * x) := by
  have h := ZMod.stdAddChar_coe (N := n) ((q.val * x.val : ℕ) : ℤ)
  have e : (((q.val * x.val : ℕ) : ℤ) : ZMod n) = q * x := by
    push_cast
    simp
  rw [e] at h
  rw [h, planeWave]
  congr 1
  push_cast
  ring

/-- Translating a plane wave multiplies it by a phase. -/
lemma planeWave_add (q x y : ZMod n) :
    planeWave q (x + y) = planeWave q x * planeWave q y := by
  simp only [planeWave_eq, mul_add, AddChar.map_add_eq_mul]

/-- Reflecting the position conjugates a plane wave. -/
lemma planeWave_neg (q x : ZMod n) : planeWave q (-x) = conj (planeWave q x) := by
  have h1 : planeWave q (-x) * planeWave q x = 1 := by
    rw [← planeWave_add, neg_add_cancel, planeWave_eq, mul_zero, AddChar.map_zero_eq_one]
  have h2 : planeWave q x * conj (planeWave q x) = 1 := by
    rw [Complex.mul_conj, Complex.normSq_eq_norm_sq, planeWave, Complex.norm_exp_ofReal_mul_I]
    norm_num
  linear_combination conj (planeWave q x) * h1 - planeWave q (-x) * h2

/-- For an even response, the sum of `χ` against a plane wave is the real number `c(q)`. -/
lemma sum_response (χ : ZMod n → ℝ) (hχ : ∀ r, χ (-r) = χ r) (q : ZMod n) :
    ∑ r, (χ r : ℂ) * planeWave q r = (transform χ q : ℂ) := by
  have hc : conj (∑ r, (χ r : ℂ) * planeWave q r) = ∑ r, (χ r : ℂ) * planeWave q r := by
    rw [map_sum]
    refine (Finset.sum_congr rfl fun r _ => ?_).trans
      (Equiv.sum_comp (Equiv.neg (ZMod n)) (fun r => (χ r : ℂ) * planeWave q r))
    simp only [Equiv.neg_apply, hχ, planeWave_neg, map_mul, Complex.conj_ofReal]
  rw [← Complex.conj_eq_iff_re.mp hc]
  congr 1
  simp only [Complex.re_sum, Complex.re_ofReal_mul, planeWave, Complex.exp_ofReal_mul_I_re,
    transform]

/-- An even response function acts on a plane wave as multiplication by `c(q)`. -/
lemma response_planeWave (χ : ZMod n → ℝ) (hχ : ∀ r, χ (-r) = χ r) (q x : ZMod n) :
    ∑ y, (χ (x - y) : ℂ) * planeWave q y = transform χ q * planeWave q x := by
  rw [← Equiv.sum_comp (Equiv.addLeft x), ← sum_response χ hχ, Finset.sum_mul]
  refine Finset.sum_congr rfl fun r _ => ?_
  have e : x - (x + r) = -r := by abel
  simp only [Equiv.coe_addLeft, e, hχ, planeWave_add]
  ring

/-- For an even response, each plane wave is an eigenvector of the spin dielectric matrix
with eigenvalue `1 - I c(q)`. -/
theorem spinDielectric_planeWave (I : ℝ) (χ : ZMod n → ℝ) (hχ : ∀ r, χ (-r) = χ r)
    (q : ZMod n) :
    (spinDielectric I χ).map Complex.ofReal *ᵥ planeWave q
      = ((1 - I * transform χ q : ℝ) : ℂ) • planeWave q := by
  funext x
  have h : ((spinDielectric I χ).map Complex.ofReal *ᵥ planeWave q) x
      = planeWave q x - I * ∑ y, (χ (x - y) : ℂ) * planeWave q y := by
    simp [spinDielectric, Matrix.mulVec, dotProduct, Matrix.one_apply, Matrix.circulant_apply,
      sub_mul, Finset.sum_sub_distrib, Finset.mul_sum, mul_assoc, apply_ite Complex.ofReal]
  rw [h, response_planeWave χ hχ, Pi.smul_apply, smul_eq_mul]
  push_cast
  ring

/-- The spin dielectric matrix subtracts the exchange-induced response from a magnetization. -/
lemma spinDielectric_mulVec (I : ℝ) (χ m : ZMod n → ℝ) (x : ZMod n) :
    (spinDielectric I χ *ᵥ m) x = m x - I * ∑ y, χ (x - y) * m y := by
  simp [spinDielectric, Matrix.mulVec, dotProduct, Matrix.one_apply, Matrix.circulant_apply,
    sub_mul, Finset.sum_sub_distrib, Finset.mul_sum, mul_assoc]

/-- Parseval's identity for two real magnetizations on the ring. -/
lemma parseval (g m : ZMod n → ℝ) :
    ∑ q, (∑ x, (g x : ℂ) * planeWave q x) * conj (∑ y, (m y : ℂ) * planeWave q y)
      = n * ((g ⬝ᵥ m : ℝ) : ℂ) := by
  have orth : ∀ x : ZMod n, ∑ q, planeWave q x = if x = 0 then (n : ℂ) else 0 := by
    intro x
    have h := AddChar.sum_mulShift x (ZMod.isPrimitive_stdAddChar n)
    simpa [planeWave_eq, ZMod.card] using h
  simp only [map_sum, map_mul, Complex.conj_ofReal, Finset.sum_mul_sum]
  calc _ = ∑ x, ∑ y, ((g x : ℂ) * m y) * ∑ q, planeWave q (x - y) := by
        rw [Finset.sum_comm]
        refine Finset.sum_congr rfl fun x _ => ?_
        rw [Finset.sum_comm]
        refine Finset.sum_congr rfl fun y _ => ?_
        rw [Finset.mul_sum]
        refine Finset.sum_congr rfl fun q _ => ?_
        rw [sub_eq_add_neg, planeWave_add, planeWave_neg]
        ring
    _ = _ := by
        simp only [orth, sub_eq_zero, mul_ite, mul_zero, Finset.sum_ite_eq, Finset.mem_univ,
          if_true, dotProduct, Complex.ofReal_sum, Complex.ofReal_mul, Finset.mul_sum]
        exact Finset.sum_congr rfl fun x _ => by ring

/-- For an even response, the quadratic form of the spin dielectric matrix is a sum over
Fourier modes, each weighted by `1 - I c(q)`. -/
theorem mode_decomposition (I : ℝ) (χ : ZMod n → ℝ) (hχ : ∀ r, χ (-r) = χ r)
    (m : ZMod n → ℝ) :
    (n : ℝ) * (m ⬝ᵥ spinDielectric I χ *ᵥ m)
      = ∑ q, (1 - I * transform χ q) * Complex.normSq (∑ x, (m x : ℂ) * planeWave q x) := by
  -- the matrix multiplies each Fourier component by its eigenvalue
  have key : ∀ q, ∑ x, ((spinDielectric I χ *ᵥ m) x : ℂ) * planeWave q x
      = ((1 - I * transform χ q : ℝ) : ℂ) * ∑ x, (m x : ℂ) * planeWave q x := by
    intro q
    have h : ∑ x, (∑ y, (χ (x - y) : ℂ) * m y) * planeWave q x
        = transform χ q * ∑ y, (m y : ℂ) * planeWave q y := by
      simp only [Finset.sum_mul]
      rw [Finset.sum_comm, Finset.mul_sum]
      refine Finset.sum_congr rfl fun y _ => ?_
      calc _ = (m y : ℂ) * ∑ x, (χ (y - x) : ℂ) * planeWave q x := by
            rw [Finset.mul_sum]
            refine Finset.sum_congr rfl fun x _ => ?_
            rw [← hχ (x - y), neg_sub]
            ring
        _ = _ := by
            rw [response_planeWave χ hχ]
            ring
    calc _ = ∑ x, (m x : ℂ) * planeWave q x
          - I * ∑ x, (∑ y, (χ (x - y) : ℂ) * m y) * planeWave q x := by
          rw [Finset.mul_sum, ← Finset.sum_sub_distrib]
          refine Finset.sum_congr rfl fun x _ => ?_
          rw [spinDielectric_mulVec]
          push_cast
          ring
      _ = _ := by
          rw [h]
          push_cast
          ring
  have h := parseval (spinDielectric I χ *ᵥ m) m
  simp only [key] at h
  apply Complex.ofReal_injective
  rw [dotProduct_comm]
  simp only [Complex.ofReal_mul, Complex.ofReal_sum, Complex.ofReal_natCast]
  rw [← h]
  refine Finset.sum_congr rfl fun q _ => ?_
  rw [← Complex.mul_conj]
  ring

/-- For an even response, the spin dielectric matrix is positive definite if and only if
`I c(q) < 1` for every wave number `q`. -/
theorem posDef_iff (I : ℝ) (χ : ZMod n → ℝ) (hχ : ∀ r, χ (-r) = χ r) :
    (spinDielectric I χ).PosDef ↔ ∀ q, I * transform χ q < 1 := by
  constructor
  · intro hpos q
    -- test the matrix on the real cosine wave
    let u : ZMod n → ℝ := fun x => (planeWave q x).re
    have hu : u ≠ 0 := by
      intro h
      have h0 := congrFun h 0
      simp [u, planeWave] at h0
    have hev : spinDielectric I χ *ᵥ u = (1 - I * transform χ q) • u := by
      funext x
      have h := congrArg Complex.re (response_planeWave χ hχ q x)
      simp only [Complex.re_sum, Complex.re_ofReal_mul] at h
      rw [spinDielectric_mulVec, Pi.smul_apply, smul_eq_mul]
      simp only [u]
      rw [h]
      ring
    have h := hpos.dotProduct_mulVec_pos hu
    rw [star_trivial, hev, dotProduct_smul, smul_eq_mul] at h
    have hn : 0 ≤ u ⬝ᵥ u := Finset.sum_nonneg fun x _ => mul_self_nonneg (u x)
    by_contra hc
    have hle : 1 - I * transform χ q ≤ 0 := by linarith
    linarith [mul_nonpos_of_nonpos_of_nonneg hle hn]
  · intro hq
    rw [Matrix.posDef_iff_dotProduct_mulVec]
    constructor
    · refine Matrix.IsHermitian.ext fun i j => ?_
      have e : χ (j - i) = χ (i - j) := by rw [← hχ (j - i), neg_sub]
      by_cases h : i = j
      · subst h
        simp
      · simp [spinDielectric, Matrix.circulant_apply, e, h, Ne.symm h]
    · intro m hm
      rw [star_trivial]
      -- a nonzero magnetization has a nonzero Fourier component
      have hex : ∃ q, ∑ x, (m x : ℂ) * planeWave q x ≠ 0 := by
        by_contra hall
        push Not at hall
        have h := parseval m m
        simp only [hall, zero_mul, Finset.sum_const_zero] at h
        have hn : (n : ℂ) ≠ 0 := Nat.cast_ne_zero.mpr (NeZero.ne n)
        have h0 : m ⬝ᵥ m = 0 :=
          Complex.ofReal_eq_zero.mp ((mul_eq_zero.mp h.symm).resolve_left hn)
        exact hm (dotProduct_self_eq_zero.mp h0)
      obtain ⟨q, hne⟩ := hex
      have hs : 0 < (n : ℝ) * (m ⬝ᵥ spinDielectric I χ *ᵥ m) := by
        rw [mode_decomposition I χ hχ]
        refine Finset.sum_pos' (fun k _ => ?_) ⟨q, Finset.mem_univ q, ?_⟩
        · exact mul_nonneg (by linarith [hq k]) (Complex.normSq_nonneg _)
        · exact mul_pos (by linarith [hq q]) (Complex.normSq_pos.mpr hne)
      exact pos_of_mul_pos_right hs (Nat.cast_nonneg n)

/-- The uniform mode sees the total response `∑ r, χ(r)`. -/
lemma transform_zero (χ : ZMod n → ℝ) : transform χ 0 = ∑ r, χ r := by
  simp [transform]

/-- If the response is nowhere negative, its transform is largest at `q = 0`. -/
theorem transform_le_uniform (χ : ZMod n → ℝ) (h : ∀ r, 0 ≤ χ r) (q : ZMod n) :
    transform χ q ≤ transform χ 0 := by
  rw [transform_zero, transform]
  exact Finset.sum_le_sum fun r _ => mul_le_of_le_one_right (h r) (Real.cos_le_one _)

/-- Stoner's criterion: for `I ≥ 0` and an even response whose transform is largest at `q = 0`,
the spin dielectric matrix is positive definite if and only if `I ∑ r, χ(r) < 1`. -/
theorem stoner_criterion (I : ℝ) (hI : 0 ≤ I) (χ : ZMod n → ℝ) (hχ : ∀ r, χ (-r) = χ r)
    (hmax : ∀ q, transform χ q ≤ transform χ 0) :
    (spinDielectric I χ).PosDef ↔ I * ∑ r, χ r < 1 := by
  rw [posDef_iff I χ hχ, ← transform_zero]
  exact ⟨fun h => h 0, fun h q => (mul_le_mul_of_nonneg_left (hmax q) hI).trans_lt h⟩

/-- On two sites with `χ(0) = 0`, `χ(1) = -1` and `I = 2`, the uniform mode satisfies
`I ∑ r, χ(r) < 1`, yet the spin dielectric matrix is not positive definite. -/
theorem uniform_mode_not_sufficient :
    (2 : ℝ) * ∑ r : ZMod 2, (if r = 0 then (0 : ℝ) else -1) < 1 ∧
      ¬ (spinDielectric 2 (fun r : ZMod 2 => if r = 0 then (0 : ℝ) else -1)).PosDef := by
  have hsum : ∀ f : ZMod 2 → ℝ, ∑ r, f r = f 0 + f 1 := fun f => Fin.sum_univ_two f
  have h10 : (1 : ZMod 2) ≠ 0 := by decide
  have hv : (1 : ZMod 2).val = 1 := rfl
  constructor
  · rw [hsum, if_pos rfl, if_neg h10]
    norm_num
  · rw [posDef_iff 2 _ (fun r => by simp only [neg_eq_zero])]
    intro h
    -- the staggered mode has c(1) = 1
    have h1 := h 1
    have e : 2 * Real.pi * ((1 : ℕ) : ℝ) * ((1 : ℕ) : ℝ) / ((2 : ℕ) : ℝ) = Real.pi := by
      push_cast
      ring
    rw [transform, hsum, if_pos rfl, if_neg h10, hv, e, Real.cos_pi] at h1
    norm_num at h1

end

end StonerStability
```

```lean
#print axioms StonerStability.spinDielectric_planeWave
#print axioms StonerStability.transform_le_uniform
#print axioms StonerStability.stoner_criterion
#print axioms StonerStability.uniform_mode_not_sufficient
```

```
'StonerStability.spinDielectric_planeWave' depends on axioms: [propext, Classical.choice, Quot.sound]
'StonerStability.transform_le_uniform' depends on axioms: [propext, Classical.choice, Quot.sound]
'StonerStability.stoner_criterion' depends on axioms: [propext, Classical.choice, Quot.sound]
'StonerStability.uniform_mode_not_sufficient' depends on axioms: [propext, Classical.choice, Quot.sound]
```

## Reading the theorems and their limits

Sites and wave numbers are elements of `ZMod n`, and `.val` picks the representative from $0$ to $n-1$. `transform χ q` is $c(q)$, `planeWave q` is the unnormalized $e_q$, and `spinDielectric I χ` is $\varepsilon$, built from `Matrix.circulant χ`. The hypothesis `hχ` is evenness. `PosDef` means symmetric with a positive quadratic form on every nonzero real vector.

`spinDielectric_planeWave` states the eigenvalue equation, with the real matrix mapped to complex entries so that it can act on $e_q$. Its proof rests on `sum_response` and `response_planeWave`, which carry out the reflection and the translation of the summation variable. `parseval` takes orthogonality from Mathlib's additive characters, and `mode_decomposition` applies it to $\varepsilon m$. In `posDef_iff`, one direction tests the cosine wave and the other finds a nonzero Fourier component. `stoner_criterion` assumes the ordering of $c$ as `hmax`; `transform_le_uniform` supplies it for nonnegative $\chi$. `uniform_mode_not_sufficient` is the two-site example.

The response is an input. Stoner's criterion for a metal is usually written with the density of states at the Fermi level; here the given number $\sum_r\chi(r)$ takes that place, with no band structure behind it. The two-site response is likewise an algebraic example: its negative $c(0)$ would not occur for the static response of a stable non-interacting system. The failure of the uniform test does not depend on that sign. With $\chi(0)=2$, $\chi(1)=-1$ and $I=1/2$, both $c(0)=1$ and $c(1)=3$ are positive, and the eigenvalues of $\varepsilon$ are $1/2$ and $-1/2$.

The theorems concern a finite, one-dimensional, translation-invariant ring with one site per cell and a local, constant $I$. They describe the matrix $\varepsilon$, not the convergence of a nonlinear SCF cycle or the effect of rounding. The quadratic form $\langle m,\varepsilon m\rangle$ tests the sign of the eigenvalues and is not itself the magnetic energy.
